# Origin Independence of the Velocity-Form Strength for Hermitian Momentum Matrices

A rotational strength that changes when the coordinate origin is moved is not a property of the molecule. Calculations of circular dichroism can give such a number. In the length form, which pairs the position operator with the angular momentum, origin independence rests on a relation between position and momentum amplitudes that comes from the commutator of position with the Hamiltonian. Approximate states in a finite basis generally violate this relation. The velocity form, which pairs momentum with angular momentum, needs only Hermitian momentum matrices when both amplitudes are taken between the same two finite-dimensional state vectors.

## The shift is purely imaginary

Let $p_k$ and $L_k$, with $k=0,1,2$, be the matrices of momentum and angular momentum in a finite basis, and let $u$ and $v$ be two state vectors. Replacing $\mathbf r$ by $\mathbf r-\mathbf O$ in $\mathbf r\times\mathbf p$, for a real vector $\mathbf O$, gives

$$L(\mathbf O)=L-\mathbf O\times p .$$

The velocity-form strength, without its physical prefactors, is the real part of

$$V(\mathbf O)=\sum_k\langle u,p_kv\rangle\,\langle v,L(\mathbf O)_ku\rangle .$$

Write $a_k=\langle u,p_kv\rangle$. Since $p_k$ is Hermitian, $\langle v,p_ku\rangle=\bar a_k$. The amplitudes are linear in the operator, so

$$V(\mathbf O)=V(0)-\mathbf a\cdot(\mathbf O\times\bar{\mathbf a})
=V(0)-\mathbf O\cdot(\bar{\mathbf a}\times\mathbf a),$$

where the second step permutes the triple product cyclically. Split $\mathbf a=\mathbf r+i\mathbf s$ into real vectors $\mathbf r$ and $\mathbf s$ (here $\mathbf r$ is no longer the position). The products $\mathbf r\times\mathbf r$ and $\mathbf s\times\mathbf s$ vanish, which leaves

$$\bar{\mathbf a}\times\mathbf a=i\,\mathbf r\times\mathbf s-i\,\mathbf s\times\mathbf r=2i\,\mathbf r\times\mathbf s .$$

Hence

$$V(\mathbf O)=V(0)-2i\,\mathbf O\cdot(\mathbf r\times\mathbf s).$$

The correction is imaginary, so $\operatorname{Re}V(\mathbf O)=\operatorname{Re}V(0)$ for every $\mathbf O$.

The full complex product is origin independent exactly when $\mathbf r\times\mathbf s=0$. If this vector vanishes, so does the shift. Conversely, choosing $\mathbf O=\mathbf r\times\mathbf s$ makes the shift $-2i|\mathbf r\times\mathbf s|^2$, which is zero only if the vector is zero.

## A two-level example with numbers

Take the Pauli matrices $p=(\sigma_x,\sigma_y,\sigma_z)$, $L=(\sigma_x,0,0)$, $u=(1,0)$ and $v=(0,1)$. Then $\mathbf a=(1,-i,0)$. About the origin $0$, the amplitudes $\langle v,L_ku\rangle$ are $(1,0,0)$, so $V(0)=1$.

Now move the origin to $\mathbf O=(0,0,1)$. Here $\mathbf O\times p=(-\sigma_y,\sigma_x,0)$, and therefore $L(\mathbf O)=(\sigma_x+\sigma_y,-\sigma_x,0)$. Its amplitudes from $u$ to $v$ are $(1+i,-1,0)$, and

$$V(\mathbf O)=1\cdot(1+i)+(-i)(-1)=1+2i .$$

The complex product has moved by $2i$, while the strength is still $1$.

## Amplitudes, shifted operators and the strength in Lean

The finite type `n` labels the basis.

```lean
import Mathlib

open Matrix

namespace VelocityGaugeOrigin

noncomputable section

variable {n : Type*} [Fintype n]
```

The inner product is conjugate-linear in its first argument: `star x` is the conjugated vector, `*ᵥ` applies a matrix and `⬝ᵥ` sums products of components.

```lean
/-- The transition amplitude `⟨x, A y⟩` of an operator `A` between two state vectors. -/
def amp (x : n → ℂ) (A : Matrix n n ℂ) (y : n → ℂ) : ℂ := star x ⬝ᵥ (A *ᵥ y)
```

The indices in `Fin 3` wrap around, so `k + 1` and `k + 2` are the other two Cartesian directions in cyclic order. The real type of `O` expresses that the origin is a point in space.

```lean
/-- The angular momentum `L(O) = L - O × p` about the origin `O`, with the components of the
cross product written in cyclic indices modulo 3. -/
def originL (L p : Fin 3 → Matrix n n ℂ) (O : Fin 3 → ℝ) (k : Fin 3) : Matrix n n ℂ :=
  L k - ((O (k + 1) : ℂ) • p (k + 2) - (O (k + 2) : ℂ) • p (k + 1))
```

The next two definitions are $V(\mathbf O)$ and its real part.

```lean
/-- The complex product `∑ k, ⟨u, p_k v⟩ ⟨v, L(O)_k u⟩` of the momentum and angular momentum
transition amplitudes. -/
def velocityProduct (L p : Fin 3 → Matrix n n ℂ) (u v : n → ℂ) (O : Fin 3 → ℝ) : ℂ :=
  ∑ k, amp u (p k) v * amp v (originL L p O k) u

/-- The velocity-form strength: the real part of the product of transition amplitudes. -/
def velocityStrength (L p : Fin 3 → Matrix n n ℂ) (u v : n → ℂ) (O : Fin 3 → ℝ) : ℝ :=
  (velocityProduct L p u v O).re
```

The vector $\mathbf r\times\mathbf s$ is `momentumCross`.

```lean
/-- The real vector `Re a × Im a` built from the transition momentum `a_k = ⟨u, p_k v⟩`. -/
def momentumCross (p : Fin 3 → Matrix n n ℂ) (u v : n → ℂ) : Fin 3 → ℝ :=
  (fun k => (amp u (p k) v).re) ⨯₃ (fun k => (amp u (p k) v).im)
```

No normalisation or orthogonality of `u` and `v` is required. The matrices `L` are arbitrary, and no Hamiltonian appears. The relation $L(\mathbf O)=L-\mathbf O\times p$ is built into the definition; it describes a change of origin with the basis held fixed. Methods whose two transition moments are not amplitudes between the same pair of vectors are not covered.

## From Hermiticity to the shift formula

The first lemma is $\langle v,Au\rangle=\overline{\langle u,Av\rangle}$. Its proof moves the conjugation through the dot product and the matrix action, then uses `hA.eq` to replace the adjoint of `A` by `A`.

```lean
/-- Exchanging the two states conjugates the transition amplitude of a Hermitian operator. -/
theorem amp_swap {A : Matrix n n ℂ} (hA : A.IsHermitian) (u v : n → ℂ) :
    amp v A u = star (amp u A v) := by
  unfold amp
  rw [Matrix.star_dotProduct v (A *ᵥ u), Matrix.star_mulVec, hA.eq,
    ← Matrix.dotProduct_mulVec]
```

The second lemma is the linearity step, valid for any matrices.

```lean
/-- The amplitudes of the angular momentum about `O` are those of `L` minus the cross product
of `O` with the amplitudes of `p`. -/
theorem amp_originL (L p : Fin 3 → Matrix n n ℂ) (x y : n → ℂ) (O : Fin 3 → ℝ) (k : Fin 3) :
    amp x (originL L p O k) y = amp x (L k) y
      - ((O (k + 1) : ℂ) * amp x (p (k + 2)) y - (O (k + 2) : ℂ) * amp x (p (k + 1)) y) := by
  simp only [amp, originL, Matrix.sub_mulVec, Matrix.smul_mulVec, dotProduct_sub,
    dotProduct_smul, smul_eq_mul]
```

The shift formula combines the two. After the sum is expanded over three components, `amp_swap` replaces each reversed momentum amplitude by $\bar a_k$. `Complex.ext` then splits the equation into real and imaginary parts, and `ring` checks the polynomial identities that the triple product expressed above.

```lean
/-- Moving the origin from `0` to `O` changes the complex product by the imaginary number
`-2i O · (Re a × Im a)`, where `a` is the transition momentum. -/
theorem velocityProduct_shift (L : Fin 3 → Matrix n n ℂ) {p : Fin 3 → Matrix n n ℂ}
    (hp : ∀ k, (p k).IsHermitian) (u v : n → ℂ) (O : Fin 3 → ℝ) :
    velocityProduct L p u v O = velocityProduct L p u v 0
      - 2 * Complex.I * ((O ⬝ᵥ momentumCross p u v : ℝ) : ℂ) := by
  have e1 : (1 + 1 : Fin 3) = 2 := rfl
  have e2 : (1 + 2 : Fin 3) = 0 := rfl
  have e3 : (2 + 1 : Fin 3) = 0 := rfl
  have e4 : (2 + 2 : Fin 3) = 1 := rfl
  simp only [velocityProduct, amp_originL, Fin.sum_univ_three, zero_add, e1, e2, e3, e4]
  -- Hermiticity expresses every momentum amplitude through `a` and its conjugate
  rw [amp_swap (hp 0) u v, amp_swap (hp 1) u v, amp_swap (hp 2) u v]
  -- compare real and imaginary parts
  apply Complex.ext <;>
    simp [momentumCross, cross_apply, dotProduct, Fin.sum_univ_three] <;> ring
```

## Independence of the strength, and of the complex product

The main theorem compares two arbitrary origins. Each strength equals the one at $0$, because the correction in the shift formula has zero real part.

```lean
/-- For Hermitian momentum matrices, the velocity-form strength between any two vectors takes
the same value for any two gauge origins. -/
theorem velocityStrength_origin_independent (L : Fin 3 → Matrix n n ℂ)
    {p : Fin 3 → Matrix n n ℂ} (hp : ∀ k, (p k).IsHermitian) (u v : n → ℂ)
    (O O' : Fin 3 → ℝ) :
    velocityStrength L p u v O = velocityStrength L p u v O' := by
  -- both strengths equal the one at the origin `0`, as the shift is imaginary
  have key : ∀ Q : Fin 3 → ℝ, velocityStrength L p u v Q = velocityStrength L p u v 0 := by
    intro Q
    unfold velocityStrength
    rw [velocityProduct_shift L hp u v Q]
    simp
  rw [key O, key O']
```

For the full complex product, the forward direction of the equivalence inserts $\mathbf O=\mathbf r\times\mathbf s$, as in the derivation. Subtracting the two expressions for the displaced product leaves $2i\,|\mathbf r\times\mathbf s|^2=0$, and a real vector with zero dot product with itself is zero.

```lean
/-- The full complex product is independent of the origin exactly when the real and imaginary
parts of the transition momentum have vanishing cross product. -/
theorem velocityProduct_origin_independent_iff (L : Fin 3 → Matrix n n ℂ)
    {p : Fin 3 → Matrix n n ℂ} (hp : ∀ k, (p k).IsHermitian) (u v : n → ℂ) :
    (∀ O, velocityProduct L p u v O = velocityProduct L p u v 0) ↔
      momentumCross p u v = 0 := by
  constructor
  · intro h
    -- displace the origin along `Re a × Im a` itself
    have h1 := h (momentumCross p u v)
    have h2 := velocityProduct_shift L hp u v (momentumCross p u v)
    have h3 : 2 * Complex.I *
        ((momentumCross p u v ⬝ᵥ momentumCross p u v : ℝ) : ℂ) = 0 := by
      linear_combination h2 - h1
    rcases mul_eq_zero.mp h3 with h4 | h4
    · exact absurd h4 (by simp)
    · exact dotProduct_self_eq_zero.mp (Complex.ofReal_eq_zero.mp h4)
  · intro h O
    rw [velocityProduct_shift L hp u v O, h]
    simp
```

## Two-level matrices that test the real part and Hermiticity

With `L = 0` and the two basis states as `u` and `v`, every amplitude is a single matrix entry, which gives an explicit formula for any `p`.

```lean
/-- For a two-level system with `L = 0`, the complex product between the two basis states,
written out in the matrix entries of `p`. -/
theorem velocityProduct_two_level (p : Fin 3 → Matrix (Fin 2) (Fin 2) ℂ) (O : Fin 3 → ℝ) :
    velocityProduct 0 p ![1, 0] ![0, 1] O =
      p 0 0 1 * ((O 2 : ℂ) * p 1 1 0 - (O 1 : ℂ) * p 2 1 0)
      + p 1 0 1 * ((O 0 : ℂ) * p 2 1 0 - (O 2 : ℂ) * p 0 1 0)
      + p 2 0 1 * ((O 1 : ℂ) * p 0 1 0 - (O 0 : ℂ) * p 1 1 0) := by
  have e1 : (1 + 1 : Fin 3) = 2 := rfl
  have e2 : (1 + 2 : Fin 3) = 0 := rfl
  have e3 : (2 + 1 : Fin 3) = 0 := rfl
  have e4 : (2 + 2 : Fin 3) = 1 := rfl
  -- amplitudes between basis states are matrix entries
  have a1 : ∀ A : Matrix (Fin 2) (Fin 2) ℂ, amp ![1, 0] A ![0, 1] = A 0 1 := by
    intro A
    simp [amp, Matrix.mulVec, dotProduct, Fin.sum_univ_two]
  have a2 : ∀ A : Matrix (Fin 2) (Fin 2) ℂ, amp ![0, 1] A ![1, 0] = A 1 0 := by
    intro A
    simp [amp, Matrix.mulVec, dotProduct, Fin.sum_univ_two]
  simp only [velocityProduct, amp_originL, Fin.sum_univ_three, zero_add, e1, e2, e3, e4]
  simp only [a1, a2, Pi.zero_apply, Matrix.zero_apply]
  ring
```

The Pauli matrices serve as a Hermitian test case, not as the momentum of a particle.

```lean
/-- The three Pauli matrices. -/
def pauli : Fin 3 → Matrix (Fin 2) (Fin 2) ℂ :=
  ![!![0, 1; 1, 0], !![0, -Complex.I; Complex.I, 0], !![1, 0; 0, -1]]
```

With `L = 0`, the complex product moves from $0$ to $2i$, the same displacement as in the numerical example. Taking the real part is therefore essential to a statement about all Hermitian `p`.

```lean
/-- With the Hermitian Pauli matrices as `p` and `L = 0`, the complex product between the two
basis states is `0` about the origin `0` and `2i` about the unit point on the third axis. -/
theorem pauli_witness :
    (∀ k, (pauli k).IsHermitian) ∧
    velocityProduct 0 pauli ![1, 0] ![0, 1] 0 = 0 ∧
    velocityProduct 0 pauli ![1, 0] ![0, 1] ![0, 0, 1] = 2 * Complex.I := by
  have h0 : pauli 0 = !![0, 1; 1, 0] := rfl
  have h1 : pauli 1 = !![0, -Complex.I; Complex.I, 0] := rfl
  have h2 : pauli 2 = !![1, 0; 0, -1] := rfl
  refine ⟨?_, ?_, ?_⟩
  · intro k
    refine Matrix.IsHermitian.ext fun i j => ?_
    fin_cases k <;> fin_cases i <;> fin_cases j <;> simp [pauli]
  · rw [velocityProduct_two_level]
    simp
  · rw [velocityProduct_two_level, h0, h1, h2]
    simp
    ring
```

The ladder matrices are not Hermitian: each is the adjoint of the other.

```lean
/-- The raising and lowering matrices of a two-level system as first and second components,
with third component zero. -/
def ladder : Fin 3 → Matrix (Fin 2) (Fin 2) ℂ :=
  ![!![0, 1; 0, 0], !![0, 0; 1, 0], 0]
```

For them $\langle u,p_kv\rangle=(1,0,0)$ but $\langle v,p_ku\rangle=(0,1,0)$, so the two sets of amplitudes are no longer conjugates. Moving the origin to $(0,0,1)$ gives $L(\mathbf O)_0=p_1$, and the strength changes from $0$ to $1$. Without Hermiticity of `p`, the main theorem would be false.

```lean
/-- With the ladder matrices in place of Hermitian momenta and `L = 0`, the velocity-form
strength is `0` about the origin `0` and `1` about the unit point on the third axis. -/
theorem ladder_strength_depends_on_origin :
    velocityStrength 0 ladder ![1, 0] ![0, 1] 0 = 0 ∧
    velocityStrength 0 ladder ![1, 0] ![0, 1] ![0, 0, 1] = 1 := by
  have h0 : ladder 0 = !![0, 1; 0, 0] := rfl
  have h1 : ladder 1 = !![0, 0; 1, 0] := rfl
  have h2 : ladder 2 = 0 := rfl
  constructor
  · rw [velocityStrength, velocityProduct_two_level]
    simp
  · rw [velocityStrength, velocityProduct_two_level, h0, h1, h2]
    simp

end

end VelocityGaugeOrigin
```

```lean
#print axioms VelocityGaugeOrigin.velocityStrength_origin_independent
-- 'VelocityGaugeOrigin.velocityStrength_origin_independent' depends on axioms: [propext, Classical.choice, Quot.sound]
#print axioms VelocityGaugeOrigin.velocityProduct_origin_independent_iff
-- 'VelocityGaugeOrigin.velocityProduct_origin_independent_iff' depends on axioms: [propext, Classical.choice, Quot.sound]
#print axioms VelocityGaugeOrigin.ladder_strength_depends_on_origin
-- 'VelocityGaugeOrigin.ladder_strength_depends_on_origin' depends on axioms: [propext, Classical.choice, Quot.sound]
```
